# A Slater determinant of one-particle solutions satisfies the non-interacting Schrödinger equation with the summed energy

The first choice is what the kinetic energy of a many-particle function should mean. Here it is read pointwise. To form $\partial_i^2\Psi$ at a configuration $x$, hold all coordinates but the $i$-th fixed, regard $\Psi$ as a function of one real variable, and differentiate twice. The Hamiltonian then acts on functions of position, and the Schrödinger equation is an identity between numbers at each configuration. No Hilbert space is needed, and no orbital has to be normalisable.

## The energy by cofactor expansion

Let $N$ particles move on a line in a common potential $V$, without interacting, in units with $\hbar=m=1$. Let $f_j$ be twice differentiable functions with

$$-\tfrac12 f_j''(t)+V(t)f_j(t)=e_jf_j(t)\quad\text{for all } t,$$

one for each particle. Write $M_{ij}=f_j(x_i)$ for orbital $j$ at the position of particle $i$, and $D(x)=\det M$. The claim is that at every $x$

$$\sum_i\left(-\tfrac12\partial_i^2D+V(x_i)D\right)=\Big(\sum_je_j\Big)D.$$

Let $C=\operatorname{adj}(M)$ be the adjugate, so that $C_{ji}$ is the cofactor of the entry $M_{ij}$. Moving particle $i$ to $t$ changes row $i$ only, and the cofactors of that row do not involve the row itself. Expansion along it gives

$$D(x)\big|_{x_i\to t}=\sum_jf_j(t)\,C_{ji},$$

with $C_{ji}$ independent of $t$. Differentiating twice and setting $t=x_i$,

$$\partial_i^2D=\sum_jf_j''(x_i)\,C_{ji}.$$

The contribution of particle $i$ is therefore

$$-\tfrac12\partial_i^2D+V(x_i)D=\sum_j\left(-\tfrac12f_j''(x_i)+V(x_i)f_j(x_i)\right)C_{ji}=\sum_je_jM_{ij}C_{ji}.$$

With several particles, the contribution of one of them alone is in general not a constant multiple of $D$, because the energies weight the terms of the expansion differently. The sum over particles repairs this. Since $CM=D\,\mathbb 1$,

$$\sum_i\sum_je_jM_{ij}C_{ji}=\sum_je_j(CM)_{jj}=\Big(\sum_je_j\Big)D.$$

In electronic structure, this is how a determinant for non-interacting particles in a fixed local potential, here in one dimension, gets its energy from the orbital energies. With an interaction between the particles, the sum of orbital energies is in general not the total energy.

## Orbitals, determinant and Hamiltonian in Lean

The scalars `𝕜` are the real or the complex numbers. The finite type `n` labels both particles and orbitals, so there are equally many of each.

```lean
import Mathlib

open Matrix

namespace SlaterDeterminantEnergy

noncomputable section

variable {𝕜 : Type*} [RCLike 𝕜] {n : Type*} [Fintype n] [DecidableEq n]
```

`IsOrbital V e f` says that $f$ and $f'$ are differentiable everywhere and that the one-particle equation holds at every point. Lean's `deriv` returns zero where a derivative does not exist; the two differentiability conditions prevent that value from entering the equation.

```lean
/-- A twice differentiable solution `f` of the one-particle Schrödinger equation
`-f''/2 + V f = e f` on the line. -/
def IsOrbital (V : ℝ → 𝕜) (e : 𝕜) (f : ℝ → 𝕜) : Prop :=
  Differentiable ℝ f ∧ Differentiable ℝ (deriv f) ∧
    ∀ t, -(1 / 2) * deriv (deriv f) t + V t * f t = e * f t
```

Nothing is assumed about $V$ directly, but the condition on $f'$ restricts it in practice. A finite square well is generally not covered, since its orbitals lack a second derivative at the walls. There are no boundary conditions either, so $e$ need not belong to a bound state, and over the complex numbers both $V$ and $e$ may be complex.

```lean
/-- The matrix whose entry `(i, j)` is orbital `j` evaluated at the position of particle `i`. -/
def orbitalMatrix (f : n → ℝ → 𝕜) (x : n → ℝ) : Matrix n n 𝕜 :=
  Matrix.of fun i j => f j (x i)

/-- The (unnormalised) Slater determinant of the orbitals `f`. -/
def slater (f : n → ℝ → 𝕜) (x : n → ℝ) : 𝕜 := (orbitalMatrix f x).det
```

The determinant carries no prefactor. For orthonormal orbitals the normalised state is $D/\sqrt{N!}$, and by linearity it satisfies the same equation. Spin does not appear: the particles are spinless fermions, or fermions all in the same spin state.

```lean
/-- The Hamiltonian of non-interacting particles on the line in a common potential `V`:
the sum over particles of `-∂ᵢ²/2 + V(xᵢ)`. -/
def hamiltonian (V : ℝ → 𝕜) (Ψ : (n → ℝ) → 𝕜) (x : n → ℝ) : 𝕜 :=
  ∑ i, (-(1 / 2) * deriv (deriv fun t => Ψ (Function.update x i t)) (x i) + V (x i) * Ψ x)
```

`Function.update x i t` is the configuration $x$ with particle $i$ moved to $t$, so the nested `deriv` is the second partial derivative described at the start.

A different model would take the Hamiltonian as a self-adjoint operator on the antisymmetric square-integrable functions. The potential and energies would then be real, the orbitals would have to be square-integrable, and one would have to show that the determinant lies in the operator's domain. In return, a nonzero determinant would be an eigenvector in the spectral sense. The pointwise version gives up that conclusion but also admits plane waves and growing solutions.

## From one moving particle to the total energy

The first lemma is the expansion along the row of the moving particle.

```lean
/-- When particle `i` is moved to `t`, the Slater determinant is a combination of the orbital
values at `t`, with cofactors taken at the original configuration. -/
theorem slater_update (f : n → ℝ → 𝕜) (x : n → ℝ) (i : n) (t : ℝ) :
    slater f (Function.update x i t) =
      ∑ j, f j t * (orbitalMatrix f x).adjugate j i := by
  -- only row `i` changes
  have h : orbitalMatrix f (Function.update x i t) =
      (orbitalMatrix f x).updateRow i (fun j => f j t) := by
    ext a b
    by_cases h : a = i
    · subst h
      simp [orbitalMatrix]
    · simp [orbitalMatrix, Matrix.updateRow_apply, h]
  have key : ∀ w : n → 𝕜, ((orbitalMatrix f x).updateRow i (fun j => f j t)).updateRow i w =
      (orbitalMatrix f x).updateRow i w := by
    intro w
    ext a b
    by_cases h : a = i <;> simp [Matrix.updateRow_apply, h]
  rw [slater, h, Matrix.det_eq_sum_mul_adjugate_row _ i]
  refine Finset.sum_congr rfl fun j _ => ?_
  rw [Matrix.adjugate_apply, Matrix.adjugate_apply, key, Matrix.updateRow_self]
```

The statement `h` identifies the new matrix as the old one with row `i` replaced. Mathlib expresses a cofactor as the determinant of a matrix whose row `i` has been overwritten by a unit vector. Overwriting a row twice has the same effect as overwriting it once, which is the content of `key`; hence the cofactors are those of the original configuration.

```lean
/-- The second derivative of the Slater determinant in the position of particle `i` is its
cofactor expansion with each orbital replaced by its second derivative. -/
theorem deriv_deriv_slater (f : n → ℝ → 𝕜) (hf : ∀ j, Differentiable ℝ (f j))
    (hf' : ∀ j, Differentiable ℝ (deriv (f j))) (x : n → ℝ) (i : n) :
    deriv (deriv fun t => slater f (Function.update x i t)) (x i) =
      ∑ j, deriv (deriv (f j)) (x i) * (orbitalMatrix f x).adjugate j i := by
  -- the cofactors do not depend on `t`, so differentiation acts on the orbitals alone
  have key : ∀ g : n → ℝ → 𝕜, (∀ j, Differentiable ℝ (g j)) →
      deriv (fun t => ∑ j, g j t * (orbitalMatrix f x).adjugate j i) =
        fun t => ∑ j, deriv (g j) t * (orbitalMatrix f x).adjugate j i := by
    intro g hg
    funext t
    exact (HasDerivAt.fun_sum fun j _ => ((hg j t).hasDerivAt.mul_const _)).deriv
  have hfun : (fun t => slater f (Function.update x i t)) =
      fun t => ∑ j, f j t * (orbitalMatrix f x).adjugate j i :=
    funext fun t => slater_update f x i t
  rw [hfun, key f hf, key (fun j => deriv (f j)) hf']
```

Here `key` differentiates a sum of functions with constant coefficients. It is applied once to the orbitals and once to their first derivatives.

```lean
/-- Weighting column `j` of a matrix by `e j` in the cofactor expansions along all rows and
adding them up gives the sum of the weights times the determinant. -/
theorem sum_weighted_cofactors (A : Matrix n n 𝕜) (e : n → 𝕜) :
    ∑ i, ∑ j, e j * (A i j * A.adjugate j i) = (∑ j, e j) * A.det := by
  rw [Finset.sum_comm, Finset.sum_mul]
  refine Finset.sum_congr rfl fun j _ => ?_
  have h := congrFun (congrFun (Matrix.adjugate_mul A) j) j
  rw [Matrix.mul_apply, Matrix.smul_apply, Matrix.one_apply_eq, smul_eq_mul, mul_one] at h
  rw [← Finset.mul_sum, ← h]
  congr 1
  exact Finset.sum_congr rfl fun i _ => mul_comm _ _
```

This is the algebraic end of the derivation, for an arbitrary square matrix `A`. The sums are exchanged, and for each `j` the sum over `i` is recognised as a diagonal entry of $\operatorname{adj}(A)A=\det(A)\,\mathbb 1$.

```lean
/-- The Slater determinant of solutions of the one-particle Schrödinger equation solves the
many-particle equation, with energy equal to the sum of the orbital energies. -/
theorem hamiltonian_slater {V : ℝ → 𝕜} {e : n → 𝕜} {f : n → ℝ → 𝕜}
    (h : ∀ j, IsOrbital V (e j) (f j)) (x : n → ℝ) :
    hamiltonian V (slater f) x = (∑ j, e j) * slater f x := by
  have hterm : ∀ i, -(1 / 2) * deriv (deriv fun t => slater f (Function.update x i t)) (x i)
      + V (x i) * slater f x =
        ∑ j, e j * (orbitalMatrix f x i j * (orbitalMatrix f x).adjugate j i) := by
    intro i
    have hD := slater_update f x i (x i)
    rw [Function.update_eq_self] at hD
    rw [deriv_deriv_slater f (fun j => (h j).1) (fun j => (h j).2.1), hD,
      Finset.mul_sum, Finset.mul_sum, ← Finset.sum_add_distrib]
    refine Finset.sum_congr rfl fun j _ => ?_
    -- the one-particle equation for orbital `j` at the position of particle `i`
    change _ = e j * (f j (x i) * (orbitalMatrix f x).adjugate j i)
    linear_combination (orbitalMatrix f x).adjugate j i * (h j).2.2 (x i)
  rw [hamiltonian, Finset.sum_congr rfl fun i _ => hterm i]
  exact sum_weighted_cofactors _ e
```

The hypothesis `h` supplies one solution for each label, all in the same `V`. The step `hterm` computes the contribution of particle `i`: it expands both $\partial_i^2D$ and $D$ in cofactors, then compares them term by term. In each term, `linear_combination` multiplies the equation for orbital `j` at $x_i$ by the cofactor. Summing over `i` with the preceding lemma gives the result.

## When the determinant is not identically zero

The equation holds trivially if $D$ vanishes everywhere, as it does when an orbital is repeated. The determinant is nonzero somewhere exactly when the orbitals are linearly independent, and this needs neither differentiability nor a Schrödinger equation.

Suppose $D(x)\neq0$ and $\sum_jc_jf_j=0$. Evaluating the relation at each $x_i$ gives $Mc=0$, so $c=0$. Conversely, let the orbitals be independent and consider the vectors $v(t)=(f_j(t))_j$. If they did not span the whole $N$-dimensional space, a nonzero linear functional would vanish on all of them. Its coefficients $c_j$ would satisfy $\sum_jc_jf_j(t)=0$ for every $t$, contradicting independence. So the vectors span, and $N$ of them form a basis. Placing the particles at the corresponding positions makes the rows of $M$ independent, and $D\neq0$ there.

```lean
/-- The Slater determinant is nonzero at some configuration exactly when the orbitals are
linearly independent. -/
theorem exists_slater_ne_zero_iff (f : n → ℝ → 𝕜) :
    (∃ x, slater f x ≠ 0) ↔ LinearIndependent 𝕜 f := by
  constructor
  · rintro ⟨x, hx⟩
    rw [Fintype.linearIndependent_iff]
    intro c hc
    have h0 : orbitalMatrix f x *ᵥ c = 0 := by
      ext i
      have := congrFun hc (x i)
      simpa [orbitalMatrix, Matrix.mulVec, dotProduct, mul_comm] using this
    exact congrFun (Matrix.eq_zero_of_mulVec_eq_zero hx h0)
  · intro hf
    let v : ℝ → n → 𝕜 := fun t j => f j t
    -- a functional vanishing on all vectors `v t` would be a linear relation of the orbitals
    have hspan : Submodule.span 𝕜 (Set.range v) = ⊤ := by
      by_contra hne
      obtain ⟨φ, hφ, hle⟩ := Submodule.exists_le_ker_of_lt_top _ (lt_top_iff_ne_top.2 hne)
      apply hφ
      have hc : ∀ j, φ (fun k => if j = k then 1 else 0) = 0 :=
        Fintype.linearIndependent_iff.1 hf (fun j => φ (fun k => if j = k then 1 else 0)) (by
          funext t
          have ht : φ (v t) = 0 := hle (Submodule.subset_span ⟨t, rfl⟩)
          rw [LinearMap.pi_apply_eq_sum_univ φ (v t)] at ht
          simpa [v, mul_comm] using ht)
      refine LinearMap.ext fun w => ?_
      rw [LinearMap.pi_apply_eq_sum_univ φ w]
      exact Finset.sum_eq_zero fun j _ => by rw [hc j, smul_zero]
    -- choose positions whose vectors form a basis
    obtain ⟨κ, a, -, hsp, hli⟩ := exists_linearIndependent' 𝕜 v
    let b := Module.Basis.mk hli (hsp.trans hspan).ge
    let σ := b.indexEquiv (Pi.basisFun 𝕜 n)
    refine ⟨fun i => a (σ.symm i), ?_⟩
    have hrows : LinearIndependent 𝕜 (orbitalMatrix f (fun i => a (σ.symm i))).row :=
      hli.comp σ.symm σ.symm.injective
    exact ((Matrix.isUnit_iff_isUnit_det _).1
      (Matrix.linearIndependent_rows_iff_isUnit.1 hrows)).ne_zero
```

The Lean proof follows the same route. `hspan` is the argument with the functional `φ`, `exists_linearIndependent'` selects positions whose vectors are independent and have the same span, and `σ` matches the selected positions to the particle labels.

## Two fermions in a harmonic well

Take $V(t)=t^2/2$ and write $g(t)=e^{-t^2/2}$. The orbitals are $f_0=g$ and $f_1=tg$, with

$$f_0''=(t^2-1)g,\qquad f_1''=(t^3-3t)g.$$

Substitution gives $e_0=\tfrac12$ and $e_1=\tfrac32$. The determinant is

$$f_0(x_0)f_1(x_1)-f_1(x_0)f_0(x_1)=(x_1-x_0)\,e^{-(x_0^2+x_1^2)/2},$$

and its energy is $\tfrac12+\tfrac32=2$. The normalised function is this one multiplied by $\pi^{-1/2}$.

```lean
/-- The functions `exp(-t²/2)` and `t exp(-t²/2)`. -/
def oscillatorPair : Fin 2 → ℝ → ℝ :=
  ![fun t => Real.exp (-t ^ 2 / 2), fun t => t * Real.exp (-t ^ 2 / 2)]

/-- The functions `exp(-t²/2)` and `t exp(-t²/2)` solve the one-particle equation in the
potential `t²/2` with energies `1/2` and `3/2`. -/
theorem oscillatorPair_witness (j : Fin 2) :
    IsOrbital (fun t : ℝ => t ^ 2 / 2) ((![1 / 2, 3 / 2] : Fin 2 → ℝ) j) (oscillatorPair j) := by
  have mk : ∀ (e : ℝ) (f f' f'' : ℝ → ℝ), (∀ t, HasDerivAt f (f' t) t) →
      (∀ t, HasDerivAt f' (f'' t) t) →
      (∀ t, -(1 / 2) * f'' t + t ^ 2 / 2 * f t = e * f t) →
      IsOrbital (fun t : ℝ => t ^ 2 / 2) e f := by
    intro e f f' f'' h1 h2 h3
    have d1 : deriv f = f' := funext fun t => (h1 t).deriv
    have d2 : deriv f' = f'' := funext fun t => (h2 t).deriv
    refine ⟨fun t => (h1 t).differentiableAt, ?_, ?_⟩
    · rw [d1]
      exact fun t => (h2 t).differentiableAt
    · rw [d1, d2]
      exact h3
  have hsq : ∀ t : ℝ, HasDerivAt (fun s : ℝ => s ^ 2) (2 * t) t := fun t => by
    simpa using hasDerivAt_pow 2 t
  have hg : ∀ t : ℝ, HasDerivAt (fun s : ℝ => Real.exp (-s ^ 2 / 2))
      (-t * Real.exp (-t ^ 2 / 2)) t := fun t =>
    ((hsq t).fun_neg.div_const 2).exp.congr_deriv (by ring)
  revert j
  refine Fin.forall_fin_two.2 ⟨?_, ?_⟩
  · exact mk (1 / 2) (fun t => Real.exp (-t ^ 2 / 2)) (fun t => -t * Real.exp (-t ^ 2 / 2))
      (fun t => (t ^ 2 - 1) * Real.exp (-t ^ 2 / 2)) hg
      (fun t => ((hasDerivAt_id' t).fun_neg.fun_mul (hg t)).congr_deriv (by ring))
      (fun t => by ring)
  · exact mk (3 / 2) (fun t => t * Real.exp (-t ^ 2 / 2))
      (fun t => (1 - t ^ 2) * Real.exp (-t ^ 2 / 2))
      (fun t => (t ^ 3 - 3 * t) * Real.exp (-t ^ 2 / 2))
      (fun t => ((hasDerivAt_id' t).fun_mul (hg t)).congr_deriv (by ring))
      (fun t => (((hsq t).const_sub 1).fun_mul (hg t)).congr_deriv (by ring))
      (fun t => by ring)
```

The auxiliary statement `mk` accepts explicit formulas for the first and second derivatives and returns `IsOrbital`. What remains for each orbital is to verify those formulas with the product and chain rules, and the equation with `ring`.

```lean
/-- For two particles in the potential `t²/2`, the function
`(x₁ - x₀) exp(-(x₀² + x₁²)/2)` solves the Schrödinger equation with energy `2`. -/
theorem two_fermion_oscillator (x : Fin 2 → ℝ) :
    hamiltonian (fun t : ℝ => t ^ 2 / 2)
      (fun y : Fin 2 → ℝ => (y 1 - y 0) * Real.exp (-(y 0 ^ 2 + y 1 ^ 2) / 2)) x =
      2 * ((x 1 - x 0) * Real.exp (-(x 0 ^ 2 + x 1 ^ 2) / 2)) := by
  -- the function is the Slater determinant of the two orbitals
  have hs : slater oscillatorPair =
      fun y : Fin 2 → ℝ => (y 1 - y 0) * Real.exp (-(y 0 ^ 2 + y 1 ^ 2) / 2) := by
    funext y
    have hexp : Real.exp (-(y 0 ^ 2 + y 1 ^ 2) / 2) =
        Real.exp (-y 0 ^ 2 / 2) * Real.exp (-y 1 ^ 2 / 2) := by
      rw [← Real.exp_add]
      congr 1
      ring
    rw [hexp, slater, Matrix.det_fin_two]
    change Real.exp (-y 0 ^ 2 / 2) * (y 1 * Real.exp (-y 1 ^ 2 / 2)) -
      (y 0 * Real.exp (-y 0 ^ 2 / 2)) * Real.exp (-y 1 ^ 2 / 2) = _
    ring
  have h := hamiltonian_slater (e := (![1 / 2, 3 / 2] : Fin 2 → ℝ)) oscillatorPair_witness x
  rw [hs, Fin.sum_univ_two] at h
  refine h.trans ?_
  change (1 / 2 + 3 / 2 : ℝ) * ((x 1 - x 0) * Real.exp (-(x 0 ^ 2 + x 1 ^ 2) / 2)) = _
  ring

end

end SlaterDeterminantEnergy
```

The final theorem is stated for the explicit two-particle function, without reference to a determinant. Its proof identifies that function with `slater oscillatorPair`, by splitting the exponential and expanding the $2\times2$ determinant, and then applies `hamiltonian_slater`.

```lean
#print axioms SlaterDeterminantEnergy.hamiltonian_slater
#print axioms SlaterDeterminantEnergy.exists_slater_ne_zero_iff
#print axioms SlaterDeterminantEnergy.two_fermion_oscillator
```

```
'SlaterDeterminantEnergy.hamiltonian_slater' depends on axioms: [propext, Classical.choice, Quot.sound]
'SlaterDeterminantEnergy.exists_slater_ne_zero_iff' depends on axioms: [propext, Classical.choice, Quot.sound]
'SlaterDeterminantEnergy.two_fermion_oscillator' depends on axioms: [propext, Classical.choice, Quot.sound]
```
